# The real-time propagator of a finite-dimensional Hermitian Hamiltonian has spectral norm at most one

For a time-independent Hamiltonian given by a finite Hermitian complex matrix H, the propagator exp(−itH), in units with ħ = 1, never increases the Euclidean norm of a state vector. The theorem `norm_propagator_le_one` states this as a bound of one on the matrix's spectral norm, for every real time t. The proof treats an empty index type separately, where the propagator is the zero matrix and has norm zero. Otherwise it shows that the generator −itH is anti-Hermitian, deduces that the propagator is unitary by combining two exponentials whose exponents cancel, and uses the fact that a unitary element has norm one.

An attempt in Lean 4 with a fault in it:

```lean
import Mathlib

open Matrix Finset
open scoped Nat Matrix.Norms.L2Operator

namespace NormPropagatorLeOne

noncomputable section

variable {n : Type*} [Fintype n] [DecidableEq n]

/-- The real-time propagator `exp(-itH)`, in units with `ħ = 1`. -/
def propagator (H : Matrix n n ℂ) (t : ℝ) : Matrix n n ℂ :=
  NormedSpace.exp ((-Complex.I * (t : ℂ)) • H)

/-- For a Hermitian Hamiltonian the propagator has spectral norm at most one. -/
theorem norm_propagator_le_one {H : Matrix n n ℂ} (hH : H.IsHermitian) (t : ℝ) :
    ‖propagator H t‖ ≤ 1 := by
  rcases isEmpty_or_nonempty n with hn | hn
  · rw [Subsingleton.elim (propagator H t) 0, norm_zero]
    exact zero_le_one
  · have hX : ((-Complex.I * (t : ℂ)) • H)ᴴ = -((-Complex.I * (t : ℂ)) • H) := by
      rw [conjTranspose_smul, hH.eq]
      simp
    -- the generator is anti-Hermitian, so the propagator is unitary
    have hU : propagator H t ∈ Matrix.unitaryGroup n ℂ := by
      rw [Matrix.mem_unitaryGroup_iff', propagator, Matrix.star_eq_conjTranspose,
        ← Matrix.exp_conjTranspose, hX,
        ← Matrix.exp_add_of_commute _ _ (Commute.neg_left (Commute.refl _)),
        neg_add_cancel, NormedSpace.exp_zero]
    exact (CStarRing.norm_of_mem_unitary hU).le

end

end NormPropagatorLeOne
```

Messages:

```
Main.lean:29:41: error(lean.synthInstanceFailed): failed to synthesize instance of type class
  HasDistribNeg (Matrix ?m.135 ?m.135 ?m.136)

Hint: Type class instance resolution failures can be inspected with the `set_option trace.Meta.synthInstance true` command.
```

Cause. The error arises in the commutation proof passed to `Matrix.exp_add_of_commute`. `Commute.neg_left` needs a `HasDistribNeg` instance, which says that negation is compatible with multiplication. Lean elaborates the rewrite term before matching it against the goal, and here both matrices are given as `_`. The index type and entry type are therefore still unknown, as the metavariables `?m.135` and `?m.136` in the message show, and Lean cannot find the instance for so unspecified a matrix type.

The repair proves the commutation beforehand as `hc`, with both matrices written out. The types are then known to be `n` and `ℂ`, so the instance can be found, and passing `hc` to the rewrite also fixes the two `_` arguments. The mathematical argument is the same: a matrix commutes with itself, hence its negative commutes with it. Writing `.neg_left` after the term instead of `Commute.neg_left` before it is only a change of notation.

The repair, with which the file compiles:

```diff
@@ -23,9 +23,11 @@
       rw [conjTranspose_smul, hH.eq]
       simp
+    have hc : Commute (-((-Complex.I * (t : ℂ)) • H)) ((-Complex.I * (t : ℂ)) • H) :=
+      (Commute.refl ((-Complex.I * (t : ℂ)) • H)).neg_left
     -- the generator is anti-Hermitian, so the propagator is unitary
     have hU : propagator H t ∈ Matrix.unitaryGroup n ℂ := by
       rw [Matrix.mem_unitaryGroup_iff', propagator, Matrix.star_eq_conjTranspose,
         ← Matrix.exp_conjTranspose, hX,
-        ← Matrix.exp_add_of_commute _ _ (Commute.neg_left (Commute.refl _)),
+        ← Matrix.exp_add_of_commute _ _ hc,
         neg_add_cancel, NormedSpace.exp_zero]
     exact (CStarRing.norm_of_mem_unitary hU).le
```
